# Under the trace, against powers of the same matrix, the derivative of a matrix power follows the ordinary power rule

Let Y(t) be a complex square matrix of finite size, such as an operator on a finite-dimensional state space, depending on a real parameter t and having derivative Y′ at t = s. The theorem says that for every natural number k the power Y^(k+1) has a derivative P at s, and that tr(Y^j P) = (k+1) tr(Y′ Y^(j+k)) for every natural number j, with Y taken at s. Y need not be Hermitian or have unit trace, and it need not commute with Y′. The proof is by induction on k: the product rule differentiates Y^(k+1) · Y, and the cyclic property of the trace gathers the terms.

An attempt in Lean 4 with a fault in it:

```lean
import Mathlib

open Matrix Filter
open scoped Matrix.Norms.Operator ComplexOrder Topology

noncomputable section

namespace TraceDerivPow

variable {n : Type*} [Fintype n] [DecidableEq n]

/-- A power of a differentiable matrix path is differentiable, and under the trace, against
powers of the same matrix, its derivative obeys the commutative power rule. -/
theorem trace_deriv_pow {Y : ℝ → Matrix n n ℂ} {Y' : Matrix n n ℂ} {s : ℝ}
    (hY : HasDerivAt Y Y' s) (k : ℕ) :
    ∃ P, HasDerivAt (fun t => Y t ^ (k + 1)) P s ∧
      ∀ j : ℕ, (Y s ^ j * P).trace = ((k : ℂ) + 1) * (Y' * Y s ^ (j + k)).trace := by
  induction k with
  | zero =>
    refine ⟨Y', by simpa using hY, fun j => ?_⟩
    rw [Matrix.trace_mul_comm]
    simp
  | succ k ih =>
    obtain ⟨P, hP, h⟩ := ih
    refine ⟨P * Y s + Y s ^ (k + 1) * Y', ?_, fun j => ?_⟩
    · simpa only [pow_succ _ (k + 1)] using hP.fun_mul hY
    · -- cyclicity moves every factor to the same side
      have h1 : (Y s ^ j * (P * Y s)).trace = (Y s ^ (j + 1) * P).trace := by
        rw [← mul_assoc, Matrix.trace_mul_comm, ← mul_assoc, ← pow_succ']
      have h2 : (Y s ^ j * (Y s ^ (k + 1) * Y')).trace = (Y' * Y s ^ (j + (k + 1))).trace := by
        rw [← mul_assoc, ← pow_add, Matrix.trace_mul_comm]
      rw [mul_add, Matrix.trace_add, h1, h2, h (j + 1), show j + 1 + k = j + (k + 1) by omega]
      push_cast
      ring

end TraceDerivPow
```

The error:

```
Main.lean:26:6: error: Type mismatch: After simplification, term
  HasDerivAt.fun_mul hP hY
 has type
  @HasDerivAt ℝ DenselyNormedField.toNontriviallyNormedField (Matrix n n ℂ) Matrix.linftyOpNormedRing.toAddCommGroup
    (NormedAlgebra.toNormedSpace (Matrix n n ℂ)).toModule PseudoMetricSpace.toUniformSpace.toTopologicalSpace ⋯
    (fun i => Y i ^ (k + 1) * Y i) (P * Y s + Y s ^ (k + 1) * Y') s
but is expected to have type
  @HasDerivAt ℝ DenselyNormedField.toNontriviallyNormedField (Matrix n n ℂ) addCommGroup module
    instTopologicalSpaceMatrix ⋯ (fun t => Y t ^ (k + 1) * Y t) (P * Y s + Y s ^ (k + 1) * Y') s
```

What went wrong. The error is in the induction step, where the product rule has to supply the derivative of the next power. The rewriting by `pow_succ` worked: in the message both sides speak of the function `Y t ^ (k + 1) * Y t` and give it the same derivative. They differ in the instances inside `HasDerivAt`. The term from `HasDerivAt.fun_mul` takes its additive group, module and topology from the normed structure on matrices (`Matrix.linftyOpNormedRing` and what follows from it), while the goal has the plain matrix instances, such as `instTopologicalSpaceMatrix`. These agree by definition, but only once they are unfolded, and the comparison with which `simpa` ends did not unfold them far enough.

The repair does the rewriting apart from the closing step. The equation `e`, proved by `funext` and `pow_succ`, turns the power in the goal into the product, as `simpa` had done. Then `exact hmul` closes the goal, because `exact` unfolds more when it compares types and so finds the instances equal. Naming the product-rule term `hmul` is mere tidying.

The mended proof, as a diff:

```diff
@@ -24,5 +24,9 @@
     obtain ⟨P, hP, h⟩ := ih
     refine ⟨P * Y s + Y s ^ (k + 1) * Y', ?_, fun j => ?_⟩
-    · simpa only [pow_succ _ (k + 1)] using hP.fun_mul hY
+    · have hmul := hP.fun_mul hY
+      have e : (fun t => Y t ^ (k + 1 + 1)) = fun t => Y t ^ (k + 1) * Y t :=
+        funext fun t => pow_succ (Y t) (k + 1)
+      rw [e]
+      exact hmul
     · -- cyclicity moves every factor to the same side
       have h1 : (Y s ^ j * (P * Y s)).trace = (Y s ^ (j + 1) * P).trace := by
```
